# Force constants soften as the Hubbard U grows in a quadratic model with fixed bare stiffness and coupling

## Where U enters the energy

We let the Hubbard parameter $U$ act only on the stiffness of the electronic variables. The bare force constants, the electron–lattice coupling and the electronic stiffness without the Hubbard term are fixed matrices that don't change with $U$.

The model is a second-order expansion about a reference structure. The real vector $u$ holds the atomic displacements and the real vector $x$ the changes of the electronic variables. A matrix $M$ turns $x$ into changes $Mx$ of the localised occupations. A Hubbard correction of the form $\tfrac U2\,\mathrm{Tr}[\nu(1-\nu)]$, with $\nu$ the occupation matrix, has the second-order term $-\tfrac U2|Mx|^2$ when $Mx$ lists all entries of the change of the real symmetric matrix $\nu$. Constant and linear terms are left out, because they don't change the force constants of a quadratic model. The energy is therefore

$$E_U(u,x)=\tfrac12u^TKu+u^TBx+\tfrac12x^TS(U)x,\qquad S(U)=A-U\,M^TM.$$

Here $K$ contains the force constants at frozen $x$, $B$ couples displacements to electrons, and $A$ is the electronic stiffness at $U=0$. In a DFT+U calculation $K$, $B$ and $A$ also depend on $U$. The reference state changes with $U$, the Hubbard potential shifts the electronic levels, and localised orbitals centred on the atoms move with them, so that the occupations also depend on $u$ directly. The model isolates one contribution to the phonon shift, and the others can have either sign.

## The response and the order of the force constants

Define

$$\chi(U)=S(U)^{-1},\qquad D(U)=K-B\chi(U)B^T,\qquad x_U=-\chi(U)B^Tu.$$

With this sign $\chi(U)$ is positive definite whenever $S(U)$ is. The displacement exerts the force $-B^Tu$ on the electronic variables, and $x_U$ is $\chi(U)$ times that force. There are four results.

1. If $A$ and $S(U)$ are positive definite, $\chi(U)$ is the only solution of the Dyson equation $\chi=A^{-1}+UA^{-1}M^TM\chi$.
2. If $S(U)$ is positive definite, the minimum of $E_U(u,x)$ over $x$ is $\tfrac12u^TD(U)u$, attained only at $x_U$.
3. If $U\le V$ and $S(V)$ is positive definite, $D(U)-D(V)$ is positive semidefinite. This is the Loewner order $D(V)\le D(U)$.
4. If $U<V$ and $S(V)$ is positive definite, $u^TD(U)u=u^TD(V)u$ exactly when $Mx_U=0$.

In Lean, the finite index types `m`, `n` and `p` label displacements, electronic variables and occupation changes. The functions `stiffness`, `response`, `forceConstants` and `relaxed` are $S$, $\chi$, $D$ and $x_U$. The minimum is stated by `IsLeast` for the set of all values of `energy K B A M U u`, a function of $x$ alone. The Loewner order is `PosSemidef` of the difference.

`PosDef` includes symmetry, so $A$ is symmetric whenever $S(U)$ is positive definite. Physically, positive definite $S(U)$ means that the electronic state is stable at clamped atoms. This is assumed, not derived from an electronic Hamiltonian. No symmetry or sign is required of $K$, and $U$ may be negative. Since everything is real and finite, the setting fits a finite cell with real displacements, not complex phonon amplitudes at a general wave vector.

## From force balance to softening

**Dyson equation.** Multiplying by $A$ gives $A\chi=1+U M^TM\chi$, that is, $S(U)\chi=1$, so $\chi=S(U)^{-1}$. Multiplying $S(U)\chi=1$ back by $A^{-1}$ returns the Dyson equation.

**Minimum.** Write $S$ for $S(U)$. The relaxed variables balance the forces, $Sx_U=-B^Tu$, so $u^TBx=x^TB^Tu=-x^TSx_U$. Because $S$ is symmetric,

$$\tfrac12(x-x_U)^TS(x-x_U)=\tfrac12x^TSx-x^TSx_U+\tfrac12x_U^TSx_U.$$

Also $x_U^TSx_U=-x_U^TB^Tu=u^TB\chi B^Tu$. Hence

$$E_U(u,x)=\tfrac12u^TD(U)u+\tfrac12(x-x_U)^TS(x-x_U).$$

The last term is positive unless $x=x_U$.

**Softening.** Let $U\le V$. From $S(U)=S(V)+(V-U)M^TM$, stability at $V$ implies stability at $U$. At fixed $u$ and $x$,

$$E_V(u,x)=E_U(u,x)-\tfrac12(V-U)|Mx|^2.$$

Now use $x_U$ as a trial vector at $V$. The minimum at $V$ is no higher than $E_V(u,x_U)$, so after multiplication by 2

$$u^TD(V)u+(V-U)|Mx_U|^2\le u^TD(U)u.$$

The difference $D(U)-D(V)=B(\chi(V)-\chi(U))B^T$ is symmetric, and the bound makes its quadratic form nonnegative. This is the Loewner order.

**Equality.** Let $U<V$. If the two curvatures agree, the bound forces $|Mx_U|^2=0$. Conversely, if $Mx_U=0$, then $S(V)x_U=Ax_U=S(U)x_U=-B^Tu$. Thus $x_U$ is also the relaxed vector at $V$, and its energy is the same at both parameters.

With one variable of each kind, $D(U)=K-B^2/(A-UM^2)$. The subtracted term grows with $U$ as the denominator shrinks, unless $B$ or $M$ vanishes.

## One displaced coordinate in a linear-response calculation

A linear-response phonon calculation displaces one coordinate and finds the self-consistent electronic response, including the change of the Hubbard potential. In this model, an iteration of the Hubbard feedback alone, without mixing, reads

$$A\,x^{(k+1)}=-B^Tu+U\,M^TM\,x^{(k)},$$

where $k$ counts the iterations and $U M^TMx^{(k)}$ is the feedback from the changed occupations. The Hartree and exchange–correlation feedback, which a linear-response code also iterates, is contained in $A$ here. A fixed point satisfies $S(U)x=-B^Tu$, so it is $x_U$. When $u$ is the unit displacement of one coordinate, $Ku+Bx_U=D(U)u$ is the corresponding column of the force-constant matrix. Repeating this for every coordinate gives $D(U)$, which is then mass-weighted and diagonalised when $K$ is symmetric.

## The Lean file

```lean
import Mathlib

open Matrix

namespace HubbardForceConstants

noncomputable section

variable {m n p : Type*} [Fintype m] [Fintype n] [Fintype p] [DecidableEq n]

/-- The electronic stiffness `A - U MᵀM` at Hubbard parameter `U`. -/
def stiffness (A : Matrix n n ℝ) (M : Matrix p n ℝ) (U : ℝ) : Matrix n n ℝ :=
  A - U • (Mᵀ * M)

/-- The energy of displacements `u` and electronic variables `x`, coupled by `B`. -/
def energy (K : Matrix m m ℝ) (B : Matrix m n ℝ) (A : Matrix n n ℝ) (M : Matrix p n ℝ)
    (U : ℝ) (u : m → ℝ) (x : n → ℝ) : ℝ :=
  u ⬝ᵥ K *ᵥ u / 2 + u ⬝ᵥ B *ᵥ x + x ⬝ᵥ stiffness A M U *ᵥ x / 2

/-- The electronic response `χ(U)`, the inverse of the stiffness, for invertible stiffness. -/
def response (A : Matrix n n ℝ) (M : Matrix p n ℝ) (U : ℝ) : Matrix n n ℝ :=
  (stiffness A M U)⁻¹

/-- The force constants `D(U) = K - B χ(U) Bᵀ`, for invertible stiffness. -/
def forceConstants (K : Matrix m m ℝ) (B : Matrix m n ℝ) (A : Matrix n n ℝ)
    (M : Matrix p n ℝ) (U : ℝ) : Matrix m m ℝ :=
  K - B * response A M U * Bᵀ

/-- The relaxed electronic variables `-χ(U) Bᵀ u`, for invertible stiffness. -/
def relaxed (B : Matrix m n ℝ) (A : Matrix n n ℝ) (M : Matrix p n ℝ) (U : ℝ)
    (u : m → ℝ) : n → ℝ :=
  -(response A M U *ᵥ (Bᵀ *ᵥ u))

omit [Fintype n] [DecidableEq n] in
/-- A real positive definite matrix is symmetric. -/
theorem transpose_eq {S : Matrix n n ℝ} (h : S.PosDef) : Sᵀ = S :=
  (Matrix.conjTranspose_eq_transpose_of_trivial S).symm.trans h.isHermitian.eq

/-- For positive definite `A` and `A - U MᵀM`, the response is the only solution of the
Dyson equation `χ = A⁻¹ + U A⁻¹ MᵀM χ`. -/
theorem dyson_iff {A : Matrix n n ℝ} {M : Matrix p n ℝ} {U : ℝ} (hA : A.PosDef)
    (h : (stiffness A M U).PosDef) (χ : Matrix n n ℝ) :
    χ = A⁻¹ + U • (A⁻¹ * (Mᵀ * M) * χ) ↔ χ = response A M U := by
  have hr : A * A⁻¹ = 1 := Matrix.mul_nonsing_inv _ hA.det_pos.ne'.isUnit
  have hl : A⁻¹ * A = 1 := Matrix.nonsing_inv_mul _ hA.det_pos.ne'.isUnit
  rw [response]
  constructor
  · intro e
    -- multiply the Dyson equation by `A`
    have e2 : A * χ = 1 + U • (Mᵀ * M * χ) := by
      calc A * χ = A * (A⁻¹ + U • (A⁻¹ * (Mᵀ * M) * χ)) := congrArg (fun X => A * X) e
        _ = A * A⁻¹ + U • ((A * A⁻¹) * (Mᵀ * M) * χ) := by
          simp only [Matrix.mul_add, Matrix.mul_smul, Matrix.mul_assoc]
        _ = 1 + U • (Mᵀ * M * χ) := by rw [hr, Matrix.one_mul]
    refine (Matrix.inv_eq_right_inv ?_).symm
    rw [stiffness, Matrix.sub_mul, Matrix.smul_mul, e2, add_sub_cancel_right]
  · intro e
    have e1 : stiffness A M U * χ = 1 := by
      rw [e]
      exact Matrix.mul_nonsing_inv _ h.det_pos.ne'.isUnit
    rw [stiffness, Matrix.sub_mul, Matrix.smul_mul, sub_eq_iff_eq_add] at e1
    calc χ = A⁻¹ * (A * χ) := by rw [← Matrix.mul_assoc, hl, Matrix.one_mul]
      _ = A⁻¹ + U • (A⁻¹ * (Mᵀ * M) * χ) := by
        rw [e1, Matrix.mul_add, Matrix.mul_one, Matrix.mul_smul]
        simp only [Matrix.mul_assoc]

/-- For positive definite stiffness, the relaxed electronic variables balance the force `-Bᵀ u`
exerted by the displacement. -/
theorem force_balance (B : Matrix m n ℝ) {A : Matrix n n ℝ} {M : Matrix p n ℝ} {U : ℝ}
    (h : (stiffness A M U).PosDef) (u : m → ℝ) :
    stiffness A M U *ᵥ relaxed B A M U u = -(Bᵀ *ᵥ u) := by
  rw [relaxed, response, Matrix.mulVec_neg, Matrix.mulVec_mulVec,
    Matrix.mul_nonsing_inv _ h.det_pos.ne'.isUnit, Matrix.one_mulVec]

/-- For positive definite stiffness, the energy is `uᵀ D(U) u / 2` plus the elastic energy of
the deviation of `x` from its relaxed value. -/
theorem energy_complete_square (K : Matrix m m ℝ) (B : Matrix m n ℝ) {A : Matrix n n ℝ}
    {M : Matrix p n ℝ} {U : ℝ} (h : (stiffness A M U).PosDef) (u : m → ℝ) (x : n → ℝ) :
    energy K B A M U u x = u ⬝ᵥ forceConstants K B A M U *ᵥ u / 2 +
      (x - relaxed B A M U u) ⬝ᵥ stiffness A M U *ᵥ (x - relaxed B A M U u) / 2 := by
  have h1 : ∀ y : n → ℝ, u ⬝ᵥ B *ᵥ y = y ⬝ᵥ Bᵀ *ᵥ u := fun y => by
    rw [Matrix.dotProduct_mulVec, ← Matrix.mulVec_transpose, dotProduct_comm]
  have h2 : u ⬝ᵥ forceConstants K B A M U *ᵥ u
      = u ⬝ᵥ K *ᵥ u + relaxed B A M U u ⬝ᵥ Bᵀ *ᵥ u := by
    rw [forceConstants, Matrix.sub_mulVec, dotProduct_sub, ← Matrix.mulVec_mulVec,
      ← Matrix.mulVec_mulVec, h1, relaxed, neg_dotProduct, sub_eq_add_neg]
  -- symmetry of the stiffness merges the two cross terms
  have h3 : relaxed B A M U u ⬝ᵥ stiffness A M U *ᵥ x
      = x ⬝ᵥ stiffness A M U *ᵥ relaxed B A M U u := by
    rw [Matrix.dotProduct_mulVec, ← Matrix.mulVec_transpose, transpose_eq h, dotProduct_comm]
  rw [energy, h1, h2]
  simp only [Matrix.mulVec_sub, dotProduct_sub, sub_dotProduct, h3, force_balance B h u,
    dotProduct_neg]
  ring

/-- For positive definite stiffness, the minimum of the energy over the electronic variables is
`uᵀ D(U) u / 2`, and it is attained only at the relaxed ones. -/
theorem energy_min (K : Matrix m m ℝ) (B : Matrix m n ℝ) {A : Matrix n n ℝ}
    {M : Matrix p n ℝ} {U : ℝ} (h : (stiffness A M U).PosDef) (u : m → ℝ) :
    IsLeast (Set.range (energy K B A M U u)) (u ⬝ᵥ forceConstants K B A M U *ᵥ u / 2) ∧
    ∀ x, energy K B A M U u x = u ⬝ᵥ forceConstants K B A M U *ᵥ u / 2 ↔
      x = relaxed B A M U u := by
  have sq := energy_complete_square K B h u
  have pos : ∀ z : n → ℝ, z ≠ 0 → 0 < z ⬝ᵥ stiffness A M U *ᵥ z := fun z hz => by
    simpa only [star_trivial] using h.dotProduct_mulVec_pos hz
  have eqv : ∀ x, energy K B A M U u x = u ⬝ᵥ forceConstants K B A M U *ᵥ u / 2 ↔
      x = relaxed B A M U u := by
    intro x
    constructor
    · intro e
      by_contra hx
      have h1 := pos _ (sub_ne_zero.2 hx)
      have h2 := sq x
      linarith
    · intro hx
      rw [sq, hx, sub_self, zero_dotProduct, zero_div, add_zero]
  refine ⟨⟨⟨_, (eqv _).2 rfl⟩, ?_⟩, eqv⟩
  rintro _ ⟨x, rfl⟩
  by_cases hx : x = relaxed B A M U u
  · exact ((eqv x).2 hx).ge
  · have h1 := pos _ (sub_ne_zero.2 hx)
    have h2 := sq x
    linarith

omit [DecidableEq n] in
/-- If the stiffness is positive definite at `V`, it is so at every `U ≤ V`. -/
theorem stiffness_posDef_of_le {A : Matrix n n ℝ} {M : Matrix p n ℝ} {U V : ℝ}
    (hUV : U ≤ V) (h : (stiffness A M V).PosDef) : (stiffness A M U).PosDef := by
  have e : stiffness A M U = stiffness A M V + (V - U) • (Mᴴ * M) := by
    rw [Matrix.conjTranspose_eq_transpose_of_trivial]
    simp only [stiffness]
    module
  rw [e]
  exact h.add_posSemidef
    ((Matrix.posSemidef_conjTranspose_mul_self M).smul (sub_nonneg.2 hUV))

/-- If the stiffness is positive definite at `V` and `U ≤ V`, going from `U` to `V` lowers
`uᵀ D u` by at least `(V - U) |M x|²`, with `x` the relaxed electronic variables at `U`. -/
theorem softening_bound (K : Matrix m m ℝ) (B : Matrix m n ℝ) {A : Matrix n n ℝ}
    {M : Matrix p n ℝ} {U V : ℝ} (hUV : U ≤ V) (h : (stiffness A M V).PosDef) (u : m → ℝ) :
    u ⬝ᵥ forceConstants K B A M V *ᵥ u +
      (V - U) * (M *ᵥ relaxed B A M U u ⬝ᵥ M *ᵥ relaxed B A M U u)
      ≤ u ⬝ᵥ forceConstants K B A M U *ᵥ u := by
  have hU := stiffness_posDef_of_le hUV h
  have form : ∀ (W : ℝ) (x : n → ℝ), x ⬝ᵥ stiffness A M W *ᵥ x
      = x ⬝ᵥ A *ᵥ x - W * (M *ᵥ x ⬝ᵥ M *ᵥ x) := fun W x => by
    rw [stiffness, Matrix.sub_mulVec, Matrix.smul_mulVec, dotProduct_sub, dotProduct_smul,
      smul_eq_mul, ← Matrix.mulVec_mulVec, Matrix.dotProduct_mulVec x Mᵀ,
      Matrix.vecMul_transpose]
  -- the relaxed variables at `U` serve as a trial vector at `V`
  have trial : u ⬝ᵥ forceConstants K B A M V *ᵥ u / 2
      ≤ energy K B A M V u (relaxed B A M U u) := (energy_min K B h u).1.2 ⟨_, rfl⟩
  have atU := ((energy_min K B hU u).2 _).2 rfl
  rw [energy, form] at trial atU
  linarith

/-- If the stiffness is positive definite at `V` and `U ≤ V`, then `D(V) ≤ D(U)` in the
Loewner order. -/
theorem forceConstants_antitone (K : Matrix m m ℝ) (B : Matrix m n ℝ) {A : Matrix n n ℝ}
    {M : Matrix p n ℝ} {U V : ℝ} (hUV : U ≤ V) (h : (stiffness A M V).PosDef) :
    (forceConstants K B A M U - forceConstants K B A M V).PosSemidef := by
  have symm : ∀ W, (stiffness A M W).PosDef → (response A M W)ᵀ = response A M W :=
    fun W hW => by rw [response, Matrix.transpose_nonsing_inv, transpose_eq hW]
  have diff : forceConstants K B A M U - forceConstants K B A M V
      = B * (response A M V - response A M U) * Bᵀ := by
    simp only [forceConstants, Matrix.mul_sub, Matrix.sub_mul]
    abel
  refine Matrix.PosSemidef.of_dotProduct_mulVec_nonneg ?_ (fun u => ?_)
  · rw [Matrix.IsHermitian, Matrix.conjTranspose_eq_transpose_of_trivial, diff,
      Matrix.transpose_mul, Matrix.transpose_mul, Matrix.transpose_transpose,
      Matrix.transpose_sub, symm V h, symm U (stiffness_posDef_of_le hUV h), Matrix.mul_assoc]
  · rw [star_trivial, Matrix.sub_mulVec, dotProduct_sub]
    have hb := softening_bound K B hUV h u
    have hn : 0 ≤ M *ᵥ relaxed B A M U u ⬝ᵥ M *ᵥ relaxed B A M U u :=
      Finset.sum_nonneg fun i _ => mul_self_nonneg _
    have hp := mul_nonneg (sub_nonneg.2 hUV) hn
    linarith

/-- If the stiffness is positive definite at `V` and `U < V`, the curvature along `u` is the
same at `U` and `V` exactly when the relaxed electronic variables `x` at `U` have `M x = 0`. -/
theorem curvature_eq_iff (K : Matrix m m ℝ) (B : Matrix m n ℝ) {A : Matrix n n ℝ}
    {M : Matrix p n ℝ} {U V : ℝ} (hUV : U < V) (h : (stiffness A M V).PosDef) (u : m → ℝ) :
    u ⬝ᵥ forceConstants K B A M V *ᵥ u = u ⬝ᵥ forceConstants K B A M U *ᵥ u ↔
      M *ᵥ relaxed B A M U u = 0 := by
  have hU := stiffness_posDef_of_le hUV.le h
  constructor
  · intro e
    have hb := softening_bound K B hUV.le h u
    have hn : 0 ≤ M *ᵥ relaxed B A M U u ⬝ᵥ M *ᵥ relaxed B A M U u :=
      Finset.sum_nonneg fun i _ => mul_self_nonneg _
    refine dotProduct_self_eq_zero.1 (le_antisymm ?_ hn)
    by_contra hc
    have hp := mul_pos (sub_pos.2 hUV) (not_le.1 hc)
    linarith
  · intro hM
    have drop : ∀ W, stiffness A M W *ᵥ relaxed B A M U u = A *ᵥ relaxed B A M U u :=
      fun W => by
        rw [stiffness, Matrix.sub_mulVec, Matrix.smul_mulVec, ← Matrix.mulVec_mulVec, hM,
          Matrix.mulVec_zero, smul_zero, sub_zero]
    -- the relaxed variables at `U` also balance the forces at `V`
    have bal : stiffness A M V *ᵥ (relaxed B A M U u - relaxed B A M V u) = 0 := by
      rw [Matrix.mulVec_sub, drop V, ← drop U, force_balance B hU, force_balance B h, sub_self]
    have sq := energy_complete_square K B h u (relaxed B A M U u)
    have atU := ((energy_min K B hU u).2 _).2 rfl
    rw [bal, dotProduct_zero, energy, drop V] at sq
    rw [energy, drop U] at atU
    linarith

end

end HubbardForceConstants
```

```lean
#print axioms HubbardForceConstants.dyson_iff
#print axioms HubbardForceConstants.forceConstants_antitone
#print axioms HubbardForceConstants.curvature_eq_iff
```

```
'HubbardForceConstants.dyson_iff' depends on axioms: [propext, Classical.choice, Quot.sound]
'HubbardForceConstants.forceConstants_antitone' depends on axioms: [propext, Classical.choice, Quot.sound]
'HubbardForceConstants.curvature_eq_iff' depends on axioms: [propext, Classical.choice, Quot.sound]
```

## How the lemmas carry the argument

`dyson_iff` proves both directions of the first result. The equation `e2` is the Dyson equation multiplied by $A$, and `Matrix.inv_eq_right_inv` identifies a right inverse of the stiffness with its inverse. The other direction starts from $S\chi=1$ and multiplies by $A^{-1}$.

`force_balance` is $Sx_U=-B^Tu$. In `energy_complete_square`, `h1` moves $B$ across the scalar product, `h2` expresses $u^TD(U)u$ through the relaxed variables, and `h3` uses the symmetry from `transpose_eq` to merge the cross terms. After the force balance is inserted, `ring` collects the scalars.

`energy_min` reads the minimum off the square. Its local statement `pos` says that a nonzero deviation costs energy. For $x\ne x_U$, `linarith` combines this with the completed square, which gives both the lower bound and uniqueness.

`stiffness_posDef_of_le` writes $S(U)$ as $S(V)$ plus a positive semidefinite matrix. In `softening_bound`, `form` separates $x^TAx$ from the Hubbard term, `trial` is the variational inequality at $V$, and `atU` is the exact minimum at $U$. Their linear combination is the bound.

`forceConstants_antitone` has to supply symmetry as well as a nonnegative quadratic form. The identity `diff` removes $K$, which is why $K$ need not be symmetric, and `symm` gives the symmetry of each response. The quadratic form is handled by `softening_bound`.

In `curvature_eq_iff`, the forward direction assumes $|Mx_U|^2>0$ and contradicts the bound. For the converse, `drop` removes the Hubbard term from the stiffness acting on $x_U$, and `bal` shows that $S(V)(x_U-x_V)=0$. The square at $V$ then has no deviation term, so the energy of $x_U$ there is the minimum, and comparison with `atU` gives equal curvatures.
